# The orbital energy e n − w nᵃ, with e, w > 0 and 0 < a < 1, has a unique minimum over occupations n ≥ 0

In the model, an orbital with occupation n has energy e n − w nᵃ, the cost of occupying it minus a correlation gain, with e, w > 0 and 0 < a < 1. The theorem `orbitalEnergy_lt` states that the occupation N = (a w / e)^(1/(1−a)) has strictly lower energy than any other n ≥ 0; no upper bound is placed on n. The proof takes from an earlier lemma that N is positive and satisfies the stationarity condition w Nᵃ = e N / a. It then applies Bernoulli's inequality to the ratio n/N, which puts the concave power (n/N)ᵃ strictly below its tangent at 1, and multiplies by w Nᵃ to compare the two energies.

In Lean, a first try:

```lean
import Mathlib

open Filter Topology

namespace OrbitalEnergyLt

noncomputable section

/-- Energy of a weakly occupied orbital with occupation `n ≥ 0` in a power functional:
the cost `e n` of occupying it minus the correlation gain `w n^a`. -/
def orbitalEnergy (e w a n : ℝ) : ℝ := e * n - w * n ^ a

/-- The occupation `(a w / e)^(1/(1-a))`, for `e, w > 0` and `0 < a < 1`. -/
def optOcc (e w a : ℝ) : ℝ := (a * w / e) ^ (1 / (1 - a))

/-- For `e, w > 0` and `0 < a < 1` the occupation `optOcc` is positive and satisfies the
stationarity condition `w n^a = e n / a`. -/
theorem optOcc_stationary {e w a : ℝ} (he : 0 < e) (hw : 0 < w) (ha : 0 < a) (ha1 : a < 1) :
    0 < optOcc e w a ∧ w * optOcc e w a ^ a = e * optOcc e w a / a := by
  have hx : 0 < a * w / e := by positivity
  have h1 : 1 - a ≠ 0 := by linarith
  have hc : 1 / (1 - a) * (1 - a) = 1 := one_div_mul_cancel h1
  have hexp : 1 / (1 - a) * a + 1 = 1 / (1 - a) := by linear_combination -hc
  refine ⟨Real.rpow_pos_of_pos hx _, ?_⟩
  have h : optOcc e w a ^ a * (a * w / e) = optOcc e w a := by
    unfold optOcc
    rw [← Real.rpow_mul hx.le]
    calc (a * w / e) ^ (1 / (1 - a) * a) * (a * w / e)
        = (a * w / e) ^ (1 / (1 - a) * a + 1) := by rw [Real.rpow_add hx, Real.rpow_one]
      _ = (a * w / e) ^ (1 / (1 - a)) := by rw [hexp]
  calc w * optOcc e w a ^ a = e * (optOcc e w a ^ a * (a * w / e)) / a := by field_simp
    _ = e * optOcc e w a / a := by rw [h]

/-- For `e, w > 0` and `0 < a < 1`, every other non-negative occupation has a strictly higher
energy than `optOcc`. -/
theorem orbitalEnergy_lt {e w a n : ℝ} (he : 0 < e) (hw : 0 < w) (ha : 0 < a) (ha1 : a < 1)
    (hn : 0 ≤ n) (hne : n ≠ optOcc e w a) :
    orbitalEnergy e w a (optOcc e w a) < orbitalEnergy e w a n := by
  obtain ⟨hN, hs⟩ := optOcc_stationary he hw ha ha1
  unfold orbitalEnergy
  generalize optOcc e w a = N at *
  have ht : 0 ≤ n / N := by positivity
  have hs0 : n / N - 1 ≠ 0 := by
    intro h
    apply hne
    have h' : n / N = 1 := by linarith
    rw [div_eq_iff hN.ne'] at h'
    linarith
  -- Bernoulli's inequality: the concave power lies below its tangent
  have hb := Real.rpow_one_add_lt_one_add_mul_self (by linarith : -1 ≤ n / N - 1) hs0 ha ha1
  rw [show 1 + (n / N - 1) = n / N by ring] at hb
  have hsplit : n ^ a = N ^ a * (n / N) ^ a := by
    rw [← Real.mul_rpow hN.le ht, mul_div_cancel₀ n hN.ne']
  have hpos : 0 < w * N ^ a := mul_pos hw (Real.rpow_pos_of_pos hN a)
  have hlt : w * n ^ a < w * N ^ a * (1 + a * (n / N - 1)) := by
    rw [hsplit, ← mul_assoc]
    exact mul_lt_mul_of_pos_left hb hpos
  have htan : w * N ^ a * (1 + a * (n / N - 1)) = w * N ^ a + e * n - e * N := by
    rw [hs]
    field_simp
    ring
  linarith

end

end OrbitalEnergyLt
```

The compiler's answer:

```
Main.lean:50:13: error(lean.unknownIdentifier): Unknown constant `Real.rpow_one_add_lt_one_add_mul_self`
Main.lean:38:66: error: unsolved goals
e w a n : ℝ
he : 0 < e
hw : 0 < w
ha : 0 < a
ha1 : a < 1
hn : 0 ≤ n
N : ℝ
hne : n ≠ N
hN : 0 < N
hs : w * N ^ a = e * N / a
ht : 0 ≤ n / N
hs0 : n / N - 1 ≠ 0
⊢ e * N - w * N ^ a < e * n - w * n ^ a
```

The mended proof, as a diff:

```diff
@@ -48,5 +48,5 @@
     linarith
   -- Bernoulli's inequality: the concave power lies below its tangent
-  have hb := Real.rpow_one_add_lt_one_add_mul_self (by linarith : -1 ≤ n / N - 1) hs0 ha ha1
+  have hb := rpow_one_add_lt_one_add_mul_self (by linarith : -1 ≤ n / N - 1) hs0 ha ha1
   rw [show 1 + (n / N - 1) = n / N by ring] at hb
   have hsplit : n ^ a = N ^ a * (n / N) ^ a := by
```

The first message says that no constant named `Real.rpow_one_add_lt_one_add_mul_self` exists. Mathlib does have this strict form of Bernoulli's inequality, for exponents strictly between 0 and 1, but its name is `rpow_one_add_lt_one_add_mul_self`, without the `Real.` prefix. Other lemmas in the proof, such as `Real.mul_rpow`, do carry that prefix.

The second message, "unsolved goals", follows from the first. The context it prints ends with `hs0` and has no `hb`, so it is the state just before the failing line, and the goal is still the whole energy inequality. It does not point to a separate gap in the argument.

The diff only removes the prefix. The arguments stay the same: n/N − 1 is at least −1 and nonzero, and a lies strictly between 0 and 1. With the name resolved, `hb` is available, and the remaining steps prove the goal as they were written.
